# Clock and shift matrices on a ring of q ≥ 3 sites have Bott index one

Let ω = exp(2πi/q), let Z be the diagonal clock matrix with Z e_j = ω^j e_j, and let S be the cyclic shift with S e_j = e_(j+1), where the q sites j = 0, …, q−1 form a ring. For q ≥ 3,

Z S Z† S† = ω·1,

the principal arguments of the q eigenvalues of this product sum to 2π, and the Bott index of the pair (Z, S) is 1. The commutator has operator norm

‖ZS − SZ‖ = 2 sin(π/q),

which tends to 0 as q grows. The index therefore stays at 1 while the two matrices come arbitrarily close to commuting in norm.

For gapped, non-interacting lattice models on a large finite sample in two dimensions, with periodic boundary conditions in both directions, the Bott index serves as a real-space topological invariant. It is computed from the position phases exp(2πix/L_x) and exp(2πiy/L_y), where L_x and L_y are the side lengths of the sample, compressed to the occupied states. Here Z and S are given explicitly and are not derived from a Hamiltonian.

```lean
import Mathlib

open Filter
open scoped Real Matrix Topology Matrix.Norms.L2Operator

namespace ClockShiftBott

noncomputable section

variable {n : Type*} [Fintype n] [DecidableEq n]
```

## The conventions behind the index

In Lean, ω is `phase q`, and the sites are the elements of `ZMod q`, the integers modulo q, so that site q−1 is followed by site 0. The representative `j.val` between 0 and q−1 is the exponent in the clock matrix. The shift has entry 1 in row i and column j exactly when i = j + 1.

```lean
/-- The elementary phase `exp (2 π i / q)`. -/
def phase (q : ℕ) : ℂ := Complex.exp (((2 * π / q : ℝ) : ℂ) * Complex.I)

/-- The clock matrix, diagonal with entries `phase q ^ j` on the sites `j` of a ring. -/
def clock (q : ℕ) : Matrix (ZMod q) (ZMod q) ℂ :=
  Matrix.diagonal fun j => phase q ^ j.val

/-- The cyclic shift, which moves the basis state at site `j` to site `j + 1`. -/
def shift (q : ℕ) : Matrix (ZMod q) (ZMod q) ℂ :=
  Matrix.of fun i j => if i = j + 1 then 1 else 0
```

For two matrices U and V of the same finite size, the loop operator is L = U V U† V†. Its eigenvalues are the roots of its characteristic polynomial, counted with multiplicity. If θ_a in (−π, π] are their principal arguments, then

Bott(U, V) = (1/2π) Σ_a θ_a.

The definition takes values in the real numbers; that the value is an integer when U and V are unitary is proved below. The order of the factors fixes the sign: for q ≥ 3, exchanging Z and S turns ω into its complex conjugate and the index into −1.

```lean
/-- The loop operator `U V U† V†` of two matrices. -/
def loopOperator (U V : Matrix n n ℂ) : Matrix n n ℂ := U * V * Uᴴ * Vᴴ

/-- The sum of the principal arguments of the eigenvalues of a matrix, with multiplicity. -/
def phaseSum (M : Matrix n n ℂ) : ℝ := (M.charpoly.roots.map Complex.arg).sum

/-- The Bott index: the phase sum of the loop operator in units of `2 π`. -/
def bottIndex (U V : Matrix n n ℂ) : ℝ := phaseSum (loopOperator U V) / (2 * π)
```

## A finite, closed ring: `NeZero q`

The hypothesis `[NeZero q]` says that the ring has at least one site. It also makes the ring finite, because `ZMod 0` is the set of all integers, an infinite chain on which these finite matrix products and determinants are not available.

Closure of the ring makes S unitary. Each row i of S has a single entry 1, in column i − 1, so

(S S†)_ik = Σ_j S_ij S*_kj = δ_ik.

The clock matrix is unitary because |ω^j|² = 1. The Lean proof follows both computations; its auxiliary statement `entry` rewrites the shift row by row.

```lean
/-- The clock matrix and the cyclic shift are unitary. -/
theorem clock_shift_unitary (q : ℕ) [NeZero q] :
    clock q ∈ Matrix.unitaryGroup (ZMod q) ℂ ∧
      shift q ∈ Matrix.unitaryGroup (ZMod q) ℂ := by
  constructor
  · have hp : ‖phase q‖ = 1 := Complex.norm_exp_ofReal_mul_I _
    rw [Matrix.mem_unitaryGroup_iff, Matrix.star_eq_conjTranspose, clock,
      Matrix.diagonal_conjTranspose, Matrix.diagonal_mul_diagonal, ← Matrix.diagonal_one]
    congr 1
    funext j
    rw [Pi.star_apply, Complex.star_def, Complex.mul_conj, Complex.normSq_eq_norm_sq,
      norm_pow, hp]
    simp
  · -- each row of the shift has its single entry at the preceding site
    have entry : ∀ i j : ZMod q, shift q i j = if j = i - 1 then 1 else 0 := by
      intro i j
      have h : i = j + 1 ↔ j = i - 1 :=
        ⟨fun h => by rw [h]; ring, fun h => by rw [h]; ring⟩
      show (if i = j + 1 then (1 : ℂ) else 0) = _
      exact if_congr h rfl rfl
    rw [Matrix.mem_unitaryGroup_iff, Matrix.star_eq_conjTranspose]
    refine Matrix.ext fun i k => ?_
    rw [Matrix.mul_apply]
    simp only [Matrix.conjTranspose_apply, entry]
    by_cases h : i = k
    · simp [Matrix.one_apply, h]
    · have h' : ¬k = i := fun e => h e.symm
      simp [h, h']
```

The bond that closes the ring has to be checked separately when the two operators are exchanged. Acting on a basis state,

Z S e_j = ω^(j+1) e_(j+1),
S Z e_j = ω^j e_(j+1).

At j = q−1 the first line should read Z e_0 = e_0, and it does because ω^q = 1. Hence the Weyl relation ZS = ω SZ holds at every site. In the proof, `hpow` is ω^q = 1, and `hmod` extends it to exponents reduced modulo q, which takes care of the bond that closes the ring.

```lean
/-- The Weyl relation: exchanging clock and shift costs one elementary phase. -/
theorem weyl_relation (q : ℕ) [NeZero q] :
    clock q * shift q = phase q • (shift q * clock q) := by
  have hq : (q : ℂ) ≠ 0 := Nat.cast_ne_zero.mpr (NeZero.ne q)
  have hpow : phase q ^ q = 1 := by
    rw [phase, ← Complex.exp_nat_mul, ← Complex.exp_two_pi_mul_I]
    congr 1
    push_cast
    field_simp
  -- the phases are periodic around the ring
  have hmod : ∀ m : ℕ, phase q ^ (m % q) = phase q ^ m := by
    intro m
    conv_rhs => rw [← Nat.div_add_mod m q, pow_add, pow_mul, hpow, one_pow, one_mul]
  refine Matrix.ext fun i j => ?_
  simp only [clock, Matrix.smul_apply, Matrix.diagonal_mul, Matrix.mul_diagonal, smul_eq_mul]
  by_cases h : i = j + 1
  · subst h
    rw [ZMod.val_add, ZMod.val_one_eq_one_mod, Nat.add_mod_mod, hmod, pow_succ']
    ring
  · simp [shift, h]
```

The loop operator follows by cancelling unitary factors:

Z S Z† S† = ω S Z Z† S† = ω S S† = ω·1.

```lean
/-- The loop operator of clock and shift is the elementary phase times the identity. -/
theorem loopOperator_clock_shift (q : ℕ) [NeZero q] :
    loopOperator (clock q) (shift q) = phase q • 1 := by
  have hZ : clock q * (clock q)ᴴ = 1 :=
    Matrix.mem_unitaryGroup_iff.mp (clock_shift_unitary q).1
  have hS : shift q * (shift q)ᴴ = 1 :=
    Matrix.mem_unitaryGroup_iff.mp (clock_shift_unitary q).2
  rw [loopOperator, weyl_relation, smul_mul_assoc, smul_mul_assoc,
    mul_assoc (shift q) (clock q), hZ, mul_one, hS]
```

A matrix c·1 of dimension d has characteristic polynomial (X − c)^d, so its eigenvalue c occurs d times. The next lemma records this for any complex c.

```lean
/-- A multiple `c` of the identity has the eigenvalue `c`, repeated as often as the dimension. -/
theorem roots_scalar (c : ℂ) :
    (c • (1 : Matrix n n ℂ)).charpoly.roots = Multiset.replicate (Fintype.card n) c := by
  have h : (c • (1 : Matrix n n ℂ)).charmatrix =
      Matrix.diagonal fun _ => Polynomial.X - Polynomial.C c := by
    refine Matrix.ext fun i j => ?_
    by_cases h : i = j <;> simp [h]
  rw [Matrix.charpoly, h, Matrix.det_diagonal, Finset.prod_const, Finset.card_univ,
    Polynomial.roots_pow, Polynomial.roots_X_sub_C, Multiset.nsmul_singleton]
```

## Unitary matrices: why the index is an integer

The hypotheses `hU` and `hV` say that U and V preserve the norm of every state. By hand they enter through the determinant:

det L = (det U · det U†)(det V · det V†) = 1.

Write the eigenvalues as λ_a = |λ_a| exp(iθ_a). Their product is det L, so

1 = Π_a λ_a = |Π_a λ_a| exp(i Σ_a θ_a) = exp(i Σ_a θ_a).

It follows that Σ_a θ_a = 2πk for some integer k, and the index is k. In Lean, `hdet` is the determinant identity, `polar` proves the polar form of a product by induction on the number of factors, and `Complex.exp_eq_one_iff` supplies k. Eigenvalues at −1 are allowed and contribute the argument π.

```lean
/-- The Bott index of any two unitary matrices is an integer. -/
theorem bottIndex_integer {U V : Matrix n n ℂ} (hU : U ∈ Matrix.unitaryGroup n ℂ)
    (hV : V ∈ Matrix.unitaryGroup n ℂ) : ∃ k : ℤ, bottIndex U V = k := by
  have hU' : U * Uᴴ = 1 := Matrix.mem_unitaryGroup_iff.mp hU
  have hV' : V * Vᴴ = 1 := Matrix.mem_unitaryGroup_iff.mp hV
  have hu : U.det * Uᴴ.det = 1 := by rw [← Matrix.det_mul, hU', Matrix.det_one]
  have hv : V.det * Vᴴ.det = 1 := by rw [← Matrix.det_mul, hV', Matrix.det_one]
  -- the loop operator has determinant one
  have hdet : (loopOperator U V).det = 1 := by
    rw [loopOperator, Matrix.det_mul, Matrix.det_mul, Matrix.det_mul]
    linear_combination (V.det * Vᴴ.det) * hu + hv
  -- polar form of a product of complex numbers
  have polar : ∀ s : Multiset ℂ,
      (‖s.prod‖ : ℂ) * Complex.exp (((s.map Complex.arg).sum : ℝ) * Complex.I) = s.prod := by
    intro s
    induction s using Multiset.induction_on with
    | empty => simp
    | cons a s ih =>
      rw [Multiset.prod_cons, Multiset.map_cons, Multiset.sum_cons, norm_mul,
        Complex.ofReal_mul, Complex.ofReal_add, add_mul, Complex.exp_add, mul_mul_mul_comm,
        ih, Complex.norm_mul_exp_arg_mul_I]
  have h := polar (loopOperator U V).charpoly.roots
  rw [← Matrix.det_eq_prod_roots_charpoly, hdet, norm_one, Complex.ofReal_one, one_mul] at h
  obtain ⟨k, hk⟩ := Complex.exp_eq_one_iff.mp h
  have hk' : phaseSum (loopOperator U V) = k * (2 * π) := by
    have := congrArg Complex.im hk
    simpa [phaseSum] using this
  refine ⟨k, ?_⟩
  rw [bottIndex, hk', mul_div_assoc, div_self Real.two_pi_pos.ne', mul_one]
```

Without unitarity the index can be fractional. Cut the ring by setting S e_(q−1) = 0, with q ≥ 3. The loop operator becomes ω S S†, which has the eigenvalue ω only q−1 times and the eigenvalue 0 once. With Lean's convention that 0 has argument 0, the index is (q−1)/q. What fails here is invertibility: the cut shift is singular. For any invertible U and V, det L = |det U|² |det V|² is positive, so the argument by hand still gives Σ_a θ_a = 2πk and an integer index. This covers projected position phases, which are in general not exactly unitary, as long as they are invertible on the occupied states. The Lean theorem states the unitary case only.

## Commuting matrices: the trivial case

The hypothesis `h : U * V = V * U` describes two unitaries that can be diagonalised together, such as two functions of the same position. By hand,

U V U† V† = V U U† V† = V V† = 1,

so every argument is 0 and the index vanishes. The proof makes the same substitution and then applies `roots_scalar` with c = 1.

```lean
/-- Two commuting unitary matrices have Bott index zero. -/
theorem bottIndex_of_commuting {U V : Matrix n n ℂ} (hU : U ∈ Matrix.unitaryGroup n ℂ)
    (hV : V ∈ Matrix.unitaryGroup n ℂ) (h : U * V = V * U) : bottIndex U V = 0 := by
  have hU' : U * Uᴴ = 1 := Matrix.mem_unitaryGroup_iff.mp hU
  have hV' : V * Vᴴ = 1 := Matrix.mem_unitaryGroup_iff.mp hV
  have hL : loopOperator U V = (1 : ℂ) • 1 := by
    rw [loopOperator, h, mul_assoc V U, hU', mul_one, hV', one_smul]
  rw [bottIndex, phaseSum, hL, roots_scalar]
  simp
```

The clock matrix and its square are a concrete pair of this kind.

```lean
/-- The clock matrix and its square are two commuting unitary matrices. -/
theorem bottIndex_of_commuting_witness (q : ℕ) [NeZero q] :
    clock q ∈ Matrix.unitaryGroup (ZMod q) ℂ ∧
      clock q * clock q ∈ Matrix.unitaryGroup (ZMod q) ℂ ∧
      clock q * (clock q * clock q) = clock q * clock q * clock q :=
  ⟨(clock_shift_unitary q).1, mul_mem (clock_shift_unitary q).1 (clock_shift_unitary q).1,
    (mul_assoc _ _ _).symm⟩
```

If commutation is given up, the index may be nonzero, as Z and S show. A nonzero index of two unitaries thus certifies that they do not commute. How far Z and S lie from the nearest commuting pair of unitaries is a separate and harder question, which a small commutator norm does not settle.

## At least three sites: staying off the branch cut

The hypothesis `hq : 3 ≤ q` keeps the phase around one elementary loop below half a turn:

0 < 2π/q < π.

The principal argument of ω is then 2π/q, strictly inside the interval (−π, π), and

Σ_a θ_a = q · (2π/q) = 2π,
Bott(Z, S) = 2π/2π = 1.

The theorem returns three facts: every eigenvalue has |arg z| < π, the phase sum is 2π, and the index is 1. In the proof, `hlt` is the inequality 2π/q < π, the only place where three sites are needed. It yields `harg`, the value of the argument, and `hsum` adds q equal terms.

```lean
/-- For at least three sites the eigenvalues of the clock-shift loop operator stay off the
branch cut, their arguments sum to `2 π`, and the Bott index is one. -/
theorem bottIndex_clock_shift (q : ℕ) [NeZero q] (hq : 3 ≤ q) :
    (∀ z ∈ (loopOperator (clock q) (shift q)).charpoly.roots, |Complex.arg z| < π) ∧
      phaseSum (loopOperator (clock q) (shift q)) = 2 * π ∧
      bottIndex (clock q) (shift q) = 1 := by
  have hq3 : (3 : ℝ) ≤ q := by exact_mod_cast hq
  have hq0 : (0 : ℝ) < q := by linarith
  have hpos : 0 < 2 * π / q := div_pos Real.two_pi_pos hq0
  have hlt : 2 * π / q < π := by
    rw [div_lt_iff₀ hq0]
    nlinarith [Real.pi_pos]
  have harg : Complex.arg (phase q) = 2 * π / q := by
    rw [phase, Complex.exp_mul_I]
    exact Complex.arg_cos_add_sin_mul_I ⟨by linarith [Real.pi_pos], hlt.le⟩
  -- q equal eigenvalues, each with argument 2π/q
  have hsum : phaseSum (loopOperator (clock q) (shift q)) = 2 * π := by
    rw [phaseSum, loopOperator_clock_shift, roots_scalar, Multiset.map_replicate,
      Multiset.sum_replicate, ZMod.card, harg, nsmul_eq_mul]
    exact mul_div_cancel₀ _ hq0.ne'
  refine ⟨fun z hz => ?_, hsum, ?_⟩
  · rw [loopOperator_clock_shift, roots_scalar] at hz
    rw [Multiset.eq_of_mem_replicate hz, harg, abs_of_pos hpos]
    exact hlt
  · rw [bottIndex, hsum, div_self Real.two_pi_pos.ne']
```

For q = 2 the eigenvalue is −1, twice, and lies on the cut. The convention arg(−1) = π still gives the value 1, but this value is fragile. The loop operator of two 2×2 unitaries has determinant one, so its eigenvalues form a conjugate pair, and their arguments cancel as soon as they leave −1. For q = 1 both matrices equal 1 and the index is 0.

## The commutator norm needs only one site

The norm formula holds for every q ≥ 1. By the Weyl relation,

ZS − SZ = (ω − 1) SZ.

Since SZ is unitary on a nonzero space, its operator norm is 1, and the norm of the commutator is the chord length |ω − 1|. With a = π/q,

|ω − 1|² = (cos 2a − 1)² + sin² 2a
= 4 sin⁴ a + 4 sin² a cos² a
= 4 sin² a.

Taking the root requires sin a ≥ 0, which holds because 0 < a ≤ π. In Lean, `hc` is the factorisation, `hU` the norm of the unitary, `hsq` the squared chord length and `hsin` the sign.

The norm is the Hilbert-space operator norm, that is, the largest singular value, selected by opening `Matrix.Norms.L2Operator`. The Frobenius norm of this commutator is √q times its operator norm.

```lean
/-- The commutator of clock and shift has operator norm `2 sin (π / q)`. -/
theorem norm_commutator (q : ℕ) [NeZero q] :
    ‖clock q * shift q - shift q * clock q‖ = 2 * Real.sin (π / q) := by
  have hq1 : (1 : ℝ) ≤ q := by exact_mod_cast NeZero.one_le
  have hsin : 0 ≤ Real.sin (π / q) :=
    Real.sin_nonneg_of_nonneg_of_le_pi (by positivity) (div_le_self Real.pi_pos.le hq1)
  -- the commutator is a number times a unitary
  have hU : ‖shift q * clock q‖ = 1 :=
    CStarRing.norm_of_mem_unitary
      (mul_mem (clock_shift_unitary q).2 (clock_shift_unitary q).1)
  have hc : clock q * shift q - shift q * clock q =
      (phase q - 1) • (shift q * clock q) := by
    rw [weyl_relation, sub_smul, one_smul]
  rw [hc, norm_smul, hU, mul_one]
  -- chord length on the unit circle
  have hsq : ‖phase q - 1‖ ^ 2 = (2 * Real.sin (π / q)) ^ 2 := by
    rw [Complex.sq_norm, Complex.normSq_apply, phase, mul_div_assoc]
    simp only [Complex.sub_re, Complex.sub_im, Complex.one_re, Complex.one_im,
      Complex.exp_ofReal_mul_I_re, Complex.exp_ofReal_mul_I_im,
      Real.cos_two_mul, Real.sin_two_mul]
    linear_combination
      4 * (Real.cos (π / q) ^ 2 - 1) * Real.sin_sq_add_cos_sq (π / q)
  exact (sq_eq_sq₀ (norm_nonneg _) (by positivity)).mp hsq
```

As q → ∞, π/q → 0, and continuity of the sine gives 2 sin(π/q) → 0. The Lean sequence is indexed by m = 0, 1, 2, … with q = m + 3, so each of its terms belongs to a ring with index 1. The proof composes the limit of π/(m+3) with the continuous sine and then substitutes the norm formula.

```lean
/-- The operator norm of the clock-shift commutator tends to zero as the ring grows. -/
theorem norm_commutator_tendsto_zero :
    Tendsto (fun m : ℕ => ‖clock (m + 3) * shift (m + 3) - shift (m + 3) * clock (m + 3)‖)
      atTop (𝓝 0) := by
  have h : Tendsto (fun m : ℕ => π / ((m + 3 : ℕ) : ℝ)) atTop (𝓝 0) :=
    (tendsto_const_div_atTop_nhds_zero_nat π).comp (tendsto_add_atTop_nat 3)
  have h2 := ((Real.continuous_sin.tendsto 0).comp h).const_mul 2
  rw [Real.sin_zero, mul_zero] at h2
  exact h2.congr fun m => (norm_commutator (m + 3)).symm

end

end ClockShiftBott
```

```lean
#print axioms ClockShiftBott.bottIndex_integer
-- 'ClockShiftBott.bottIndex_integer' depends on axioms: [propext, Classical.choice, Quot.sound]
#print axioms ClockShiftBott.bottIndex_of_commuting
-- 'ClockShiftBott.bottIndex_of_commuting' depends on axioms: [propext, Classical.choice, Quot.sound]
#print axioms ClockShiftBott.bottIndex_clock_shift
-- 'ClockShiftBott.bottIndex_clock_shift' depends on axioms: [propext, Classical.choice, Quot.sound]
#print axioms ClockShiftBott.norm_commutator_tendsto_zero
-- 'ClockShiftBott.norm_commutator_tendsto_zero' depends on axioms: [propext, Classical.choice, Quot.sound]
```

## Four sites by hand

For q = 4, ω = i and Z = diag(1, i, −1, −i). On the first and last basis states,

Z S e_0 = i e_1, S Z e_0 = e_1,
Z S e_3 = e_0, S Z e_3 = −i e_0.

In both cases ZS is i times SZ, including across the bond that closes the ring. The loop operator is i·1, with the eigenvalue i four times, and

4 · (π/2) = 2π,

so the index is 1. The commutator norm is

|i − 1| = √2 = 2 sin(π/4) ≈ 1.414.

At q = 100 the index is still 1, while the norm has fallen to 2 sin(π/100) ≈ 0.0628.
